# A normal upper-triangular complex matrix is diagonal, so a unitary Schur form of a normal matrix gives an orthonormal eigenbasis

Suppose I represent operators on an $n$-level system by complex $n\times n$ matrices in an orthonormal basis, and take as given a unitary $U$ that brings an operator $A$ to upper-triangular form. If $A$ commutes with its adjoint, the triangular matrix should already be diagonal, and the columns of $U$ should be orthonormal eigenvectors of $A$. For Hermitian $A$ the eigenvalues should be real, and for unitary $A$ they should be phases. How is this derived rigorously, and can the argument be machine-checked?

## Equal row and column norms force the diagonal form

Let $T$ be upper triangular, so $T_{ij}=0$ for $j<i$, with indices running from $0$ to $n-1$. Suppose $T^\dagger T=TT^\dagger$. The $(i,i)$ entry of this equation reads

$$\sum_k |T_{ki}|^2=\sum_k |T_{ik}|^2 ,$$

so column $i$ and row $i$ have the same squared norm.

Fix $i$ and assume that every earlier row is diagonal. Then $T_{ki}=0$ for $k<i$ by this assumption, and for $k>i$ by triangularity. The left side is therefore $|T_{ii}|^2$, which leaves

$$\sum_{k\ne i}|T_{ik}|^2=0 .$$

Every term is non-negative, so row $i$ is diagonal too, and strong induction covers all rows. Conversely, if $T$ is diagonal, both products are diagonal with entries $|T_{ii}|^2$, so $T$ is normal.

## From the triangular form to eigenvectors

Let $A$ be normal, $U^\dagger U=1$ and $T=U^\dagger AU$ upper triangular. In finite dimension $UU^\dagger=1$ as well, hence

$$T^\dagger T=U^\dagger A^\dagger A\,U=U^\dagger AA^\dagger U=TT^\dagger ,$$

and $T$ is diagonal. Write $u_j$ for column $j$ of $U$. Column $j$ of $AU=UT$ gives

$$Au_j=\sum_k u_kT_{kj}=T_{jj}u_j ,$$

while $U^\dagger U=1$ says that the $u_j$ are orthonormal.

If $A^\dagger=A$, then $T^\dagger=T$ and each $T_{jj}$ is real. If $A^\dagger A=1$, then $T^\dagger T=1$; since $T$ is diagonal, $|T_{jj}|^2=1$ and $T_{jj}=e^{i\theta_j}$ for a real $\theta_j$.

For a two-level example, take

$$A=\frac1{25}\begin{pmatrix}-7&24\\24&7\end{pmatrix},\qquad u_0=\frac15\begin{pmatrix}3\\4\end{pmatrix},\qquad u_1=\frac15\begin{pmatrix}-4\\3\end{pmatrix}.$$

Then

$$Au_0=\frac1{125}\begin{pmatrix}75\\100\end{pmatrix}=u_0,\qquad Au_1=\frac1{125}\begin{pmatrix}100\\-75\end{pmatrix}=-u_1 ,$$

so $U^\dagger AU=\mathrm{diag}(1,-1)$, although $A$ itself is not diagonal.

## What the Lean theorems say

`IsNormalMatrix` is the equation $A^\dagger A=AA^\dagger$, with `ᴴ` for the adjoint. `IsUpperTriangular` says that entries below the diagonal vanish, and `T.IsDiag` that all off-diagonal entries do. `basisVec U j` is $u_j$, and `star v ⬝ᵥ w` is the inner product, conjugate-linear in its first argument as in Dirac notation.

`upperTriangular_normal_iff_diagonal` is the equivalence for triangular matrices. `schur_form_gives_eigenbasis` gives orthonormality and the eigenvalue equations, and the next two theorems supply real numbers `E j` or angles `θ j`. `schur_form_witness` confirms that the example satisfies the hypotheses of `schur_form_gives_eigenbasis`.

The triangular form enters as the hypothesis `hT`. That every complex square matrix has such a form is not proved here; combined with that fact, the result would give an orthonormal eigenbasis for every normal matrix. For the matrix of a time-independent Hamiltonian of an $n$-level system in an orthonormal basis, the result identifies the columns of an exact Schur basis as stationary states; rounding errors are not treated.

```lean
import Mathlib

open Matrix

namespace NormalTriangular

noncomputable section

variable {n : ℕ}

/-- An operator is normal when it commutes with its adjoint. -/
def IsNormalMatrix (A : Matrix (Fin n) (Fin n) ℂ) : Prop := Aᴴ * A = A * Aᴴ

/-- All entries below the diagonal vanish. -/
def IsUpperTriangular (T : Matrix (Fin n) (Fin n) ℂ) : Prop :=
  ∀ i j, j < i → T i j = 0

/-- The `j`-th column of `U`, as a vector. -/
def basisVec (U : Matrix (Fin n) (Fin n) ℂ) (j : Fin n) : Fin n → ℂ := fun i => U i j

/-- For a normal matrix, the `i`-th column and the `i`-th row have the same squared norm. -/
theorem normal_column_row_norm {A : Matrix (Fin n) (Fin n) ℂ} (hA : IsNormalMatrix A)
    (i : Fin n) :
    ∑ k, Complex.normSq (A k i) = ∑ k, Complex.normSq (A i k) := by
  have h := congrFun (congrFun hA i) i
  simp only [Matrix.mul_apply, Matrix.conjTranspose_apply] at h
  have e : ∀ z : ℂ, (Complex.normSq z : ℂ) = star z * z :=
    fun z => Complex.normSq_eq_conj_mul_self
  apply Complex.ofReal_injective
  rw [Complex.ofReal_sum, Complex.ofReal_sum]
  simp only [e]
  exact h.trans (Finset.sum_congr rfl fun k _ => mul_comm _ _)

/-- An upper-triangular complex matrix is normal exactly when it is diagonal. -/
theorem upperTriangular_normal_iff_diagonal {T : Matrix (Fin n) (Fin n) ℂ}
    (hT : IsUpperTriangular T) : IsNormalMatrix T ↔ T.IsDiag := by
  constructor
  · intro hN
    have key : ∀ m : ℕ, ∀ i : Fin n, i.val = m → ∀ j, i < j → T i j = 0 := by
      intro m
      induction m using Nat.strong_induction_on with
      | _ m ih =>
        intro i hi j hij
        -- the earlier rows are diagonal and T is upper triangular, so column i holds only its diagonal entry
        have hcol : ∑ k, Complex.normSq (T k i) = Complex.normSq (T i i) := by
          apply Finset.sum_eq_single i
          · intro k _ hk
            rcases lt_or_gt_of_ne hk with h | h
            · have hlt : k.val < m := by
                have := Fin.lt_def.mp h
                omega
              rw [ih k.val hlt k rfl i h, map_zero]
            · rw [hT k i h, map_zero]
          · intro h
            exact absurd (Finset.mem_univ i) h
        -- equal norms leave nothing for the rest of row i
        have hrow := normal_column_row_norm hN i
        have hsplit := Finset.add_sum_erase Finset.univ
          (fun k => Complex.normSq (T i k)) (Finset.mem_univ i)
        have hle := Finset.single_le_sum (f := fun k => Complex.normSq (T i k))
          (s := Finset.univ.erase i) (fun k _ => Complex.normSq_nonneg _)
          (Finset.mem_erase.mpr ⟨hij.ne', Finset.mem_univ j⟩)
        have hpos := Complex.normSq_nonneg (T i j)
        apply Complex.normSq_eq_zero.mp

        linarith
    intro i j hij
    rcases lt_or_gt_of_ne hij with h | h
    · exact key i.val i rfl j h
    · exact hT i j h
  · intro hD
    rw [← hD.diagonal_diag]
    unfold IsNormalMatrix
    rw [Matrix.diagonal_conjTranspose, Matrix.diagonal_mul_diagonal,
      Matrix.diagonal_mul_diagonal]
    congr 1
    funext i
    exact mul_comm _ _

/-- In a new orthonormal basis, the product of the adjoint of an operator with the operator
is the transformed product. -/
theorem adjoint_mul_change_basis {A U : Matrix (Fin n) (Fin n) ℂ} (hU : Uᴴ * U = 1) :
    (Uᴴ * A * U)ᴴ * (Uᴴ * A * U) = Uᴴ * (Aᴴ * A) * U := by
  have hU' : U * Uᴴ = 1 := mul_eq_one_comm.mp hU
  simp only [Matrix.conjTranspose_mul, Matrix.conjTranspose_conjTranspose]
  calc Uᴴ * (Aᴴ * U) * (Uᴴ * A * U) = Uᴴ * Aᴴ * (U * Uᴴ) * A * U := by
        simp only [mul_assoc]
    _ = Uᴴ * (Aᴴ * A) * U := by
        rw [hU', mul_one]
        simp only [mul_assoc]

/-- A normal operator stays normal under a unitary change of basis. -/
theorem normal_change_basis {A U : Matrix (Fin n) (Fin n) ℂ} (hA : IsNormalMatrix A)
    (hU : Uᴴ * U = 1) : IsNormalMatrix (Uᴴ * A * U) := by
  have hU' : U * Uᴴ = 1 := mul_eq_one_comm.mp hU
  have hA' : Aᴴ * A = A * Aᴴ := hA
  unfold IsNormalMatrix
  rw [adjoint_mul_change_basis hU, hA']
  simp only [Matrix.conjTranspose_mul, Matrix.conjTranspose_conjTranspose]
  symm
  calc Uᴴ * A * U * (Uᴴ * (Aᴴ * U)) = Uᴴ * A * (U * Uᴴ) * Aᴴ * U := by
        simp only [mul_assoc]
    _ = Uᴴ * (A * Aᴴ) * U := by
        rw [hU', mul_one]
        simp only [mul_assoc]

/-- If a unitary `U` brings a normal operator `A` to upper-triangular form, the columns of `U`
are orthonormal eigenvectors of `A`, with the diagonal entries of that form as eigenvalues. -/
theorem schur_form_gives_eigenbasis {A U : Matrix (Fin n) (Fin n) ℂ}
    (hA : IsNormalMatrix A) (hU : Uᴴ * U = 1) (hT : IsUpperTriangular (Uᴴ * A * U)) :
    (∀ i j, star (basisVec U i) ⬝ᵥ basisVec U j = if i = j then 1 else 0) ∧
    ∀ j, A *ᵥ basisVec U j = (Uᴴ * A * U) j j • basisVec U j := by
  have hD := (upperTriangular_normal_iff_diagonal hT).mp (normal_change_basis hA hU)
  constructor
  · intro i j
    have h := congrFun (congrFun hU i) j
    rw [Matrix.one_apply] at h
    exact h
  · intro j
    -- read A U = U T column by column
    have hAU : A * U = U * (Uᴴ * A * U) := by
      have hU' : U * Uᴴ = 1 := mul_eq_one_comm.mp hU
      calc A * U = (U * Uᴴ) * (A * U) := by rw [hU', one_mul]
        _ = U * (Uᴴ * A * U) := by simp only [mul_assoc]
    funext i
    change (A * U) i j = (Uᴴ * A * U) j j * U i j
    rw [hAU, Matrix.mul_apply, mul_comm ((Uᴴ * A * U) j j)]
    apply Finset.sum_eq_single j
    · intro k _ hk
      have hz : (Uᴴ * A * U) k j = 0 := hD hk
      rw [hz, mul_zero]
    · intro h
      exact absurd (Finset.mem_univ j) h

/-- For a Hermitian operator, the columns of a unitary that brings it to upper-triangular form
are eigenvectors with real eigenvalues. -/
theorem hermitian_real_eigenvalues {A U : Matrix (Fin n) (Fin n) ℂ}
    (hA : A.IsHermitian) (hU : Uᴴ * U = 1) (hT : IsUpperTriangular (Uᴴ * A * U)) :
    ∃ E : Fin n → ℝ, ∀ j, A *ᵥ basisVec U j = (E j : ℂ) • basisVec U j := by
  have hN : IsNormalMatrix A := by
    unfold IsNormalMatrix
    rw [hA.eq]
  have hH : (Uᴴ * A * U)ᴴ = Uᴴ * A * U := by
    simp only [Matrix.conjTranspose_mul, Matrix.conjTranspose_conjTranspose, hA.eq, mul_assoc]
  refine ⟨fun j => ((Uᴴ * A * U) j j).re, fun j => ?_⟩
  have hr : (((Uᴴ * A * U) j j).re : ℂ) = (Uᴴ * A * U) j j :=
    Complex.conj_eq_iff_re.mp (congrFun (congrFun hH j) j)
  rw [hr]
  exact (schur_form_gives_eigenbasis hN hU hT).2 j

/-- For a unitary operator, the columns of a unitary that brings it to upper-triangular form
are eigenvectors whose eigenvalues are pure phases. -/
theorem unitary_phase_eigenvalues {A U : Matrix (Fin n) (Fin n) ℂ}
    (hA : Aᴴ * A = 1) (hU : Uᴴ * U = 1) (hT : IsUpperTriangular (Uᴴ * A * U)) :
    ∃ θ : Fin n → ℝ, ∀ j,
      A *ᵥ basisVec U j = Complex.exp (θ j * Complex.I) • basisVec U j := by
  have hN : IsNormalMatrix A := hA.trans (mul_eq_one_comm.mp hA).symm
  have hD := (upperTriangular_normal_iff_diagonal hT).mp (normal_change_basis hN hU)
  have hG : (Uᴴ * A * U)ᴴ * (Uᴴ * A * U) = 1 := by
    rw [adjoint_mul_change_basis hU, hA, mul_one, hU]
  refine ⟨fun j => Complex.arg ((Uᴴ * A * U) j j), fun j => ?_⟩
  have hs : ((Uᴴ * A * U)ᴴ * (Uᴴ * A * U)) j j
      = star ((Uᴴ * A * U) j j) * (Uᴴ * A * U) j j := by
    rw [Matrix.mul_apply]
    apply Finset.sum_eq_single j
    · intro k _ hk
      have hz : (Uᴴ * A * U) k j = 0 := hD hk
      rw [hz, mul_zero]
    · intro h
      exact absurd (Finset.mem_univ j) h
  rw [hG, Matrix.one_apply_eq] at hs
  -- the diagonal entry has modulus one, so it equals its phase factor
  have hq : Complex.normSq ((Uᴴ * A * U) j j) = 1 := by
    apply Complex.ofReal_injective
    exact Complex.normSq_eq_conj_mul_self.trans (hs.symm.trans Complex.ofReal_one.symm)
  rw [Complex.normSq_eq_norm_sq] at hq
  have hn : ‖(Uᴴ * A * U) j j‖ = 1 :=
    (pow_eq_one_iff_of_nonneg (norm_nonneg _) two_ne_zero).mp hq
  have hp := Complex.norm_mul_exp_arg_mul_I ((Uᴴ * A * U) j j)
  rw [hn, Complex.ofReal_one, one_mul] at hp
  rw [hp]
  exact (schur_form_gives_eigenbasis hN hU hT).2 j

/-- A two-level observable with real off-diagonal coupling. -/
def tiltedSpin : Matrix (Fin 2) (Fin 2) ℂ := !![-7/25, 24/25; 24/25, 7/25]

/-- A rotated orthonormal basis of the two-level system. -/
def tiltedBasis : Matrix (Fin 2) (Fin 2) ℂ := !![3/5, -4/5; 4/5, 3/5]

/-- The tilted observable is normal, the rotated basis is orthonormal, and in that basis the
observable is upper triangular. -/
theorem schur_form_witness :
    IsNormalMatrix tiltedSpin ∧ tiltedBasisᴴ * tiltedBasis = 1 ∧
      IsUpperTriangular (tiltedBasisᴴ * tiltedSpin * tiltedBasis) := by
  have hA : tiltedSpinᴴ = tiltedSpin := by
    ext i j
    fin_cases i <;> fin_cases j <;> norm_num [tiltedSpin, Matrix.conjTranspose_apply]
  have hU : tiltedBasisᴴ = !![3/5, 4/5; -4/5, 3/5] := by
    ext i j
    fin_cases i <;> fin_cases j <;> norm_num [tiltedBasis, Matrix.conjTranspose_apply]
  refine ⟨?_, ?_, ?_⟩
  · unfold IsNormalMatrix
    rw [hA]
  · rw [hU, tiltedBasis, Matrix.mul_fin_two]
    ext i j
    fin_cases i <;> fin_cases j <;> norm_num
  · have hT : tiltedBasisᴴ * tiltedSpin * tiltedBasis = !![1, 0; 0, -1] := by
      rw [hU, tiltedBasis, tiltedSpin, Matrix.mul_fin_two, Matrix.mul_fin_two]
      ext i j
      fin_cases i <;> fin_cases j <;> norm_num
    rw [hT]
    unfold IsUpperTriangular
    simp [Fin.forall_fin_two]

end

end NormalTriangular
```

```lean
#print axioms NormalTriangular.schur_form_gives_eigenbasis
#print axioms NormalTriangular.hermitian_real_eigenvalues
#print axioms NormalTriangular.unitary_phase_eigenvalues
```

```
'NormalTriangular.schur_form_gives_eigenbasis' depends on axioms: [propext, Classical.choice, Quot.sound]
'NormalTriangular.hermitian_real_eigenvalues' depends on axioms: [propext, Classical.choice, Quot.sound]
'NormalTriangular.unitary_phase_eigenvalues' depends on axioms: [propext, Classical.choice, Quot.sound]
```

## How the proof follows the algebra

`normal_column_row_norm` extracts the $(i,i)$ entry with two uses of `congrFun`, then passes from complex to real numbers.

In the main equivalence, `Nat.strong_induction_on` runs over the row number. The step `hcol` reduces the column sum to its diagonal term, using the induction hypothesis above the diagonal and `hT` below it. Then `hsplit` separates $|T_{ii}|^2$ from the row sum, and `hle` bounds a single $|T_{ij}|^2$ by the remainder. With non-negativity, `linarith` concludes that this term is zero.

`adjoint_mul_change_basis` and `normal_change_basis` carry out the cancellation of $UU^\dagger$. In `schur_form_gives_eigenbasis`, `hAU` is $AU=UT$, and `Finset.sum_eq_single` keeps only the term $k=j$.

The Hermitian proof takes `E j` to be the real part of $T_{jj}$ and uses `hH`, the equation $T^\dagger=T$, to show that nothing is lost. The unitary proof takes `θ j` to be the argument of $T_{jj}$; `hs` and `hq` give it modulus one, so it equals its phase factor.
